# Energy balance on an exact Newtonian trajectory with moving constraints: $\dot{\mathcal E} = -\sum_k l_k\,\partial_t g_k$

## Does a constraint that moves do work on the system?

In a constrained molecular dynamics run I watch kinetic plus potential energy to judge the integrator. That check broke down when I made a constraint depend on time, pulling a distance along a prescribed schedule: the energy drifts, the drift does not go away as the time step shrinks, and I cannot tell integration error from physics. The rule that constraint forces do no work has evidently failed.

My guess at the replacement is this. Let $x(t)\in\mathbb R^n$ be a twice differentiable trajectory of mass $m$ in a differentiable potential $V$, held on a moving surface $g(x(t),t)=0$ by a force along the spatial gradient of a differentiable $g$, so that $m\ddot x=-\nabla V(x)+l(t)\,\nabla_x g(x,t)$ with a multiplier $l(t)$. Then the energy $\mathcal E=\tfrac12 m\lVert\dot x\rVert^2+V(x)$ should obey $\dot{\mathcal E}=-l\,\partial_t g$. I would like to see that derived with the smoothness assumptions stated exactly, and machine-checked.

## The constraint force need not be perpendicular to the velocity

The guess is right, provided $g$ is differentiable jointly in position and time at the point $(x(t),t)$ and the constraint holds on an open time interval around $t$. It holds for finitely many constraints $g_k$ with multipliers $l_k$, labelled by an index $k$, and with any real Hilbert space in place of $\mathbb R^n$. Write $\langle\cdot,\cdot\rangle$ for the inner product, $v=\dot x$ for the velocity and $a=\dot v$ for the acceleration.

Joint differentiability means that $g$ has a linear differential $Dg$ at $(x,t)$, acting on a spatial displacement $u$ and a time displacement $\tau$. Restricting $g$ to fixed time gives $Dg(u,0)=\langle\nabla_x g,u\rangle$, and restricting it to fixed position gives $Dg(0,1)=\partial_t g$. Since $(u,\tau)=(u,0)+\tau\,(0,1)$, linearity yields

$$Dg(u,\tau)=\langle\nabla_x g,u\rangle+\tau\,\partial_t g .$$

The curve $s\mapsto(x(s),s)$ has velocity $(v,1)$ at $s=t$, so the chain rule gives

$$\frac{d}{dt}\,g(x(t),t)=Dg(v,1)=\langle\nabla_x g,v\rangle+\partial_t g .$$

If $g(x(s),s)=0$ for all $s$ near $t$, the left side is the derivative of a function that vanishes identically there, and hence

$$\langle\nabla_x g,v\rangle=-\partial_t g .$$

For a fixed surface the right side is zero and the velocity is tangent to the surface. Where $\partial_t g\neq0$ at the particle's position, the particle needs a normal velocity to keep up; where $\partial_t g=0$, as on the axis of a rotating plane, it does not.

Now let $F$ be any force besides the conservative one, $ma=-\nabla V+F$. The kinetic energy has derivative $\tfrac12 m\cdot 2\langle v,a\rangle=\langle ma,v\rangle$, and the potential energy has derivative $\langle\nabla V,v\rangle$. Projecting Newton's equation on $v$ gives $\langle ma,v\rangle=-\langle\nabla V,v\rangle+\langle F,v\rangle$, and in the sum the potential terms cancel:

$$\dot{\mathcal E}=\langle F,v\rangle .$$

With $F=\sum_k l_k\nabla_x g_k$ and the velocity relation for each $k$,

$$\dot{\mathcal E}=\sum_k l_k\langle\nabla_x g_k,v\rangle=-\sum_k l_k\,\partial_t g_k ,$$

which for one constraint is $-l\,\partial_t g$. If the constraints and Newton's equation hold throughout and this rate is integrable between the times $t_0$ and $t_1$, then

$$\mathcal E(t_1)-\mathcal E(t_0)=-\int_{t_0}^{t_1}\sum_k l_k(t)\,\partial_t g_k(x(t),t)\,dt ,$$

the work done on the system by the constraint forces.

For one constraint the argument also runs backwards. Suppose $ma=-\nabla V+l\nabla_x g$ and $\dot{\mathcal E}=-l\,\partial_t g$ at $t$, without assuming the constraint. The power balance gives $\dot{\mathcal E}=l\langle\nabla_x g,v\rangle$, so $l\,(\langle\nabla_x g,v\rangle+\partial_t g)=0$. If $l\neq0$, the bracket vanishes, and the bracket is $\frac{d}{dt}g(x(t),t)$.

A lift shows the effect. A unit mass at height $y$ in $V(y)=y$ rides a floor described by $g(y,s)=y-s^2/2$. Then $x=s^2/2$, $v=s$, $a=1$, both gradients equal $1$, and Newton's equation $1=-1+l$ fixes $l=2$. Since $\partial_t g=-t$, the formula gives $\dot{\mathcal E}=2t$. Directly, $\mathcal E=s^2/2+s^2/2=s^2$, whose derivative at $s=t$ agrees.

For the energy check in a simulation, the quantity that stays constant along an exact continuous-time trajectory with one common mass, a time-independent potential and no forces besides $-\nabla V$ and the ideal constraint reactions (no thermostat, no friction) is $\mathcal E(t)+\int_{t_0}^{t}\sum_k l_k\,\partial_t g_k\,ds$, and in a simulation of that model this is the quantity whose drift can be laid on numerical error.

## The Lean file

```lean
import Mathlib

open Filter Topology
open scoped InnerProductSpace

namespace MovingConstraint

noncomputable section

variable {E : Type*} [NormedAddCommGroup E] [InnerProductSpace ℝ E] [CompleteSpace E]

/-- Gradient of a time-dependent constraint function `g(x, t)` in the position at fixed time. -/
def gradX (g : E × ℝ → ℝ) (x : E) (t : ℝ) : E := gradient (fun y => g (y, t)) x

/-- Partial time derivative of `g(x, t)` at fixed position. -/
def partialT (g : E × ℝ → ℝ) (x : E) (t : ℝ) : ℝ := deriv (fun s => g (x, s)) t

/-- Mechanical energy `m ‖v‖² / 2 + V(x)` along a trajectory with position `x` and velocity `v`. -/
def energy (m : ℝ) (V : E → ℝ) (x v : ℝ → E) (t : ℝ) : ℝ := m * ‖v t‖ ^ 2 / 2 + V (x t)

/-- The differential of `g` along a displacement `u` in space and `τ` in time is
`⟨∇ₓ g, u⟩ + τ ∂ₜ g`. -/
theorem fderiv_split {g : E × ℝ → ℝ} {x : E} {t : ℝ} (hg : DifferentiableAt ℝ g (x, t))
    (u : E) (τ : ℝ) :
    fderiv ℝ g (x, t) (u, τ) = ⟪gradX g x t, u⟫_ℝ + τ * partialT g x t := by
  -- restriction to the slice of fixed time
  have h1 : HasFDerivAt (fun y => g (y, t))
      ((fderiv ℝ g (x, t)).comp (ContinuousLinearMap.inl ℝ E ℝ)) x :=
    HasFDerivAt.comp (f := fun y : E => (y, t)) x hg.hasFDerivAt (hasFDerivAt_prodMk_left x t)
  -- restriction to the slice of fixed position
  have h2 : HasDerivAt (fun s => g (x, s)) (fderiv ℝ g (x, t) (0, 1)) t :=
    HasFDerivAt.comp_hasDerivAt (f := fun s : ℝ => (x, s)) t hg.hasFDerivAt
      ((hasDerivAt_const t x).prodMk (hasDerivAt_id' t))
  have e1 : ⟪gradX g x t, u⟫_ℝ = fderiv ℝ g (x, t) (u, 0) := by
    unfold gradX gradient
    rw [InnerProductSpace.toDual_symm_apply, h1.fderiv]
    simp
  have e2 : partialT g x t = fderiv ℝ g (x, t) (0, 1) := h2.deriv
  have e3 : (u, τ) = ((u, 0) : E × ℝ) + τ • ((0, 1) : E × ℝ) := by simp
  rw [e1, e2, e3, map_add, map_smul, smul_eq_mul]

/-- Along a curve with velocity `u` at time `t`, the total time derivative of `g(x(t), t)` is
`⟨∇ₓ g, u⟩ + ∂ₜ g`. -/
theorem hasDerivAt_along {g : E × ℝ → ℝ} {x : ℝ → E} {u : E} {t : ℝ}
    (hg : DifferentiableAt ℝ g (x t, t)) (hx : HasDerivAt x u t) :
    HasDerivAt (fun s => g (x s, s)) (⟪gradX g (x t) t, u⟫_ℝ + partialT g (x t) t) t := by
  have h : HasDerivAt (fun s => g (x s, s)) (fderiv ℝ g (x t, t) (u, 1)) t :=
    HasFDerivAt.comp_hasDerivAt (f := fun s : ℝ => (x s, s)) t hg.hasFDerivAt
      (hx.prodMk (hasDerivAt_id' t))
  rw [fderiv_split hg, one_mul] at h
  exact h

/-- If `g(x(s), s) = 0` for all `s` near `t`, the velocity `u` obeys `⟨∇ₓ g, u⟩ = -∂ₜ g`. -/
theorem velocity_constraint {g : E × ℝ → ℝ} {x : ℝ → E} {u : E} {t : ℝ}
    (hg : DifferentiableAt ℝ g (x t, t)) (hx : HasDerivAt x u t)
    (hc : ∀ᶠ s in 𝓝 t, g (x s, s) = 0) :
    ⟪gradX g (x t) t, u⟫_ℝ = -partialT g (x t) t := by
  have h0 : HasDerivAt (fun s => g (x s, s)) 0 t :=
    (hasDerivAt_const t (0 : ℝ)).congr_of_eventuallyEq hc
  have h := (hasDerivAt_along hg hx).unique h0
  linarith

/-- If `m a = -∇V + F`, the energy changes at the rate `⟨F, v⟩`. -/
theorem energy_rate_of_force {m : ℝ} {V : E → ℝ} {x v : ℝ → E} {a F : E} {t : ℝ}
    (hV : DifferentiableAt ℝ V (x t)) (hx : HasDerivAt x (v t) t) (hv : HasDerivAt v a t)
    (hN : m • a = -gradient V (x t) + F) :
    HasDerivAt (energy m V x v) ⟪F, v t⟫_ℝ t := by
  have hK : HasDerivAt (fun s => m * ‖v s‖ ^ 2 / 2) (m * (2 * ⟪v t, a⟫_ℝ) / 2) t :=
    (hv.norm_sq.const_mul m).div_const 2
  have hP : HasDerivAt (fun s => V (x s)) (fderiv ℝ V (x t) (v t)) t :=
    HasFDerivAt.comp_hasDerivAt (f := x) t hV.hasFDerivAt hx
  have e1 : ⟪gradient V (x t), v t⟫_ℝ = fderiv ℝ V (x t) (v t) := by
    unfold gradient
    rw [InnerProductSpace.toDual_symm_apply]
  -- project Newton's equation on the velocity
  have e2 : ⟪m • a, v t⟫_ℝ = ⟪-gradient V (x t) + F, v t⟫_ℝ := by rw [hN]
  rw [real_inner_smul_left, inner_add_left, inner_neg_left, e1] at e2
  have e3 := real_inner_comm (v t) a
  refine (hK.fun_add hP).congr_deriv ?_
  rw [← e3]
  linarith

/-- With finitely many moving constraints `g_k(x(s), s) = 0` near `t` and
`m a = -∇V + ∑ l_k ∇ₓ g_k`, the energy changes at the rate `-∑ l_k ∂ₜ g_k`. -/
theorem energy_rate_moving_constraints {ι : Type*} [Fintype ι] {m : ℝ} {V : E → ℝ}
    {g : ι → E × ℝ → ℝ} {l : ι → ℝ} {x v : ℝ → E} {a : E} {t : ℝ}
    (hV : DifferentiableAt ℝ V (x t)) (hg : ∀ k, DifferentiableAt ℝ (g k) (x t, t))
    (hx : HasDerivAt x (v t) t) (hv : HasDerivAt v a t)
    (hc : ∀ k, ∀ᶠ s in 𝓝 t, g k (x s, s) = 0)
    (hN : m • a = -gradient V (x t) + ∑ k, l k • gradX (g k) (x t) t) :
    HasDerivAt (energy m V x v) (-∑ k, l k * partialT (g k) (x t) t) t := by
  refine (energy_rate_of_force hV hx hv hN).congr_deriv ?_
  rw [sum_inner, ← Finset.sum_neg_distrib]
  refine Finset.sum_congr rfl fun k _ => ?_
  -- the power of each constraint force follows from the velocity constraint
  rw [real_inner_smul_left, velocity_constraint (hg k) hx (hc k)]
  ring

/-- With one moving constraint `g(x(s), s) = 0` near `t` and `m a = -∇V + l ∇ₓ g`, the energy
changes at the rate `-l ∂ₜ g`. -/
theorem energy_rate_moving_constraint {m l : ℝ} {V : E → ℝ} {g : E × ℝ → ℝ}
    {x v : ℝ → E} {a : E} {t : ℝ}
    (hV : DifferentiableAt ℝ V (x t)) (hg : DifferentiableAt ℝ g (x t, t))
    (hx : HasDerivAt x (v t) t) (hv : HasDerivAt v a t)
    (hc : ∀ᶠ s in 𝓝 t, g (x s, s) = 0)
    (hN : m • a = -gradient V (x t) + l • gradX g (x t) t) :
    HasDerivAt (energy m V x v) (-l * partialT g (x t) t) t := by
  refine (energy_rate_of_force hV hx hv hN).congr_deriv ?_
  rw [real_inner_smul_left, velocity_constraint hg hx hc]
  ring

/-- Converse: if `m a = -∇V + l ∇ₓ g` with `l ≠ 0` and the energy changes at the rate
`-l ∂ₜ g`, then `g(x(s), s)` has zero time derivative at `t`. -/
theorem constraint_stationary_of_energy_rate {m l : ℝ} {V : E → ℝ} {g : E × ℝ → ℝ}
    {x v : ℝ → E} {a : E} {t : ℝ} (hl : l ≠ 0)
    (hV : DifferentiableAt ℝ V (x t)) (hg : DifferentiableAt ℝ g (x t, t))
    (hx : HasDerivAt x (v t) t) (hv : HasDerivAt v a t)
    (hN : m • a = -gradient V (x t) + l • gradX g (x t) t)
    (hE : HasDerivAt (energy m V x v) (-l * partialT g (x t) t) t) :
    HasDerivAt (fun s => g (x s, s)) 0 t := by
  have h := (energy_rate_of_force hV hx hv hN).unique hE
  rw [real_inner_smul_left] at h
  refine (hasDerivAt_along hg hx).congr_deriv (mul_left_cancel₀ hl ?_)
  linear_combination h

/-- For a trajectory obeying the constraints and the constrained Newton equation at all times,
the energy change from `t₀` to `t₁` is `-∫ ∑ l_k ∂ₜ g_k dt` when this rate is integrable. -/
theorem energy_change_moving_constraints {ι : Type*} [Fintype ι] {m : ℝ} {V : E → ℝ}
    {g : ι → E × ℝ → ℝ} {l : ι → ℝ → ℝ} {x v a : ℝ → E} {t₀ t₁ : ℝ}
    (hV : ∀ t, DifferentiableAt ℝ V (x t))
    (hg : ∀ k t, DifferentiableAt ℝ (g k) (x t, t))
    (hx : ∀ t, HasDerivAt x (v t) t) (hv : ∀ t, HasDerivAt v (a t) t)
    (hc : ∀ k t, g k (x t, t) = 0)
    (hN : ∀ t, m • a t = -gradient V (x t) + ∑ k, l k t • gradX (g k) (x t) t)
    (hI : IntervalIntegrable (fun t => ∑ k, l k t * partialT (g k) (x t) t)
      MeasureTheory.volume t₀ t₁) :
    energy m V x v t₁ - energy m V x v t₀
      = -∫ t in t₀..t₁, ∑ k, l k t * partialT (g k) (x t) t := by
  rw [← intervalIntegral.integral_neg]
  symm
  refine intervalIntegral.integral_eq_sub_of_hasDerivAt (fun t _ => ?_) hI.neg
  exact energy_rate_moving_constraints (l := fun k => l k t) (hV t) (fun k => hg k t) (hx t)
    (hv t) (fun k => Eventually.of_forall (hc k)) (hN t)

/-- Constraint function `g(y, s) = y - s² / 2` on a line. -/
def wall (p : ℝ × ℝ) : ℝ := p.1 - p.2 ^ 2 / 2

/-- A unit mass in `V(y) = y` with `x = s²/2`, `v = s`, `a = 1` obeys the constraint `wall` and
the constrained Newton equation with `l = 2`, and its energy changes at the rate `2 t`. -/
theorem moving_constraint_witness (t : ℝ) :
    (∀ s : ℝ, wall (s ^ 2 / 2, s) = 0) ∧
    (1 : ℝ) • (1 : ℝ)
      = -gradient (fun y : ℝ => y) (t ^ 2 / 2) + (2 : ℝ) • gradX wall (t ^ 2 / 2) t ∧
    HasDerivAt (energy 1 (fun y : ℝ => y) (fun s => s ^ 2 / 2) (fun s => s)) (2 * t) t := by
  have hx : HasDerivAt (fun s : ℝ => s ^ 2 / 2) t t :=
    ((hasDerivAt_pow 2 t).div_const 2).congr_deriv (by simp)
  have g1 : gradient (fun y : ℝ => y) (t ^ 2 / 2) = 1 :=
    (hasDerivAt_id' (t ^ 2 / 2)).hasGradientAt'.gradient
  have g2 : gradX wall (t ^ 2 / 2) t = 1 :=
    ((hasDerivAt_id' (t ^ 2 / 2)).sub_const (t ^ 2 / 2)).hasGradientAt'.gradient
  have g3 : partialT wall (t ^ 2 / 2) t = -t := (hx.const_sub (t ^ 2 / 2)).deriv
  have hc : ∀ s : ℝ, wall (s ^ 2 / 2, s) = 0 := fun s => by simp [wall]
  have hN : (1 : ℝ) • (1 : ℝ)
      = -gradient (fun y : ℝ => y) (t ^ 2 / 2) + (2 : ℝ) • gradX wall (t ^ 2 / 2) t := by
    rw [g1, g2]
    norm_num
  have hw : Differentiable ℝ wall := by
    unfold wall
    fun_prop
  refine ⟨hc, hN, ?_⟩
  have h := energy_rate_moving_constraint (m := 1) (l := 2) (V := fun y : ℝ => y) (g := wall)
    (x := fun s => s ^ 2 / 2) (v := fun s => s) (a := 1) (t := t)
    differentiableAt_id (hw _) hx (hasDerivAt_id' t) (Eventually.of_forall hc) hN
  refine h.congr_deriv ?_
  show -2 * partialT wall (t ^ 2 / 2) t = 2 * t
  rw [g3]
  ring

end

end MovingConstraint
```

```lean
#print axioms MovingConstraint.constraint_stationary_of_energy_rate
-- 'MovingConstraint.constraint_stationary_of_energy_rate' depends on axioms: [propext, Classical.choice, Quot.sound]
#print axioms MovingConstraint.energy_change_moving_constraints
-- 'MovingConstraint.energy_change_moving_constraints' depends on axioms: [propext, Classical.choice, Quot.sound]
```

## Configuration space, trajectory and forces in Lean

In the file `E` is the configuration space, not the energy. It is a complete real inner product space: `EuclideanSpace ℝ (Fin n)` is $\mathbb R^n$, and `ℝ` itself serves for the lift. Completeness supplies the Riesz representation, which turns a differential into a gradient vector. The notation `⟪u, w⟫_ℝ` is $\langle u,w\rangle$ and `•` multiplies a vector by a real number.

A constraint is a function `g : E × ℝ → ℝ` of position and time. `gradX g x t` is the gradient at $x$ of $y\mapsto g(y,t)$, and `partialT g x t` is the derivative at $t$ of $s\mapsto g(x,s)$. The hypothesis `DifferentiableAt ℝ g (x t, t)` is joint (Fréchet) differentiability at that single point. The mere existence of the two partial derivatives would be too weak for the chain rule, while continuity of the derivatives is not asked for.

The trajectory enters as two functions of time, `x` and `v`, and `energy m V x v` is $s\mapsto \tfrac12 m\lVert v(s)\rVert^2+V(x(s))$. `HasDerivAt x (v t) t` says that $x$ is differentiable at $t$ with derivative $v(t)$, and `HasDerivAt v a t` says the same of $v$ with the vector $a$. A twice differentiable curve meets both with $v=\dot x$ and $a=\ddot x(t)$. The pointwise theorems ask slightly less, since they tie $v$ to $\dot x$ at the instant $t$ only. The hypothesis `∀ᶠ s in 𝓝 t, g (x s, s) = 0` states the constraint on some neighbourhood of $t$, on both sides of it, so the instant at which a constraint is switched on or released is not covered.

The hypothesis `hN` is Newton's equation at $t$, and it is postulated. It stands for an ideal constraint: the reaction force is a multiple of $\nabla_x g$, normal to the instantaneous surface, with no friction along it. The multiplier is the coefficient of $\nabla_x g$ in that reaction at $t$, so that the force has magnitude $|l|\,\lVert\nabla_x g\rVert$; it is a real number `l` for one constraint and a family `l : ι → ℝ` for several, where `ι` is the finite set over which $k$ runs. The force carries the sign $+l\nabla_x g$; with the opposite convention $l$ is replaced by $-l$ throughout. The general theorems neither compute $l$ nor show that a constrained trajectory exists, and because the multipliers are given, the gradients $\nabla_x g_k$ need not be independent or even nonzero.

The conclusion of `energy_rate_moving_constraints` says that $\mathcal E$ is differentiable at $t$ with derivative $-\sum_k l_k\,\partial_t g_k(x(t),t)$. If `ι` is empty, both sums vanish and the theorem is energy conservation at $t$ for unconstrained motion. `energy_rate_moving_constraint` is the claim as the question poses it.

`constraint_stationary_of_energy_rate` concludes that $s\mapsto g(x(s),s)$ has derivative zero at $t$. It does not conclude that $g$ vanishes, since the value of $g$ appears nowhere in the hypotheses. The condition `l ≠ 0` allows the multiplier to be cancelled; at $l=0$ the energy rate is zero for every velocity and carries no information on $g$.

In `energy_change_moving_constraints` the multipliers `l k t` and the acceleration `a t` are functions of time, and all the differentiability, constraint and Newton hypotheses are taken at every real time, not just between $t_0$ and $t_1$. The two times may come in either order. The hypothesis `hI` says that the power is Lebesgue integrable on the interval. A derivative need not be integrable, and Lean gives a non-integrable function the integral $0$, so `hI` is what makes the right side the work.

`moving_constraint_witness` is the lift, with `wall` as $g$. It states the constraint, Newton's equation with $l=2$, and the rate $2t$ for every real $t$. The rate is zero at $t=0$, when the floor is momentarily at rest, and nonzero at all other times.

The model has a single scalar mass `m`, of which no sign is required, a potential without explicit time dependence, constraints on positions only, and continuous time, so no integrator or time step appears. Unequal positive masses $m_i$ reduce to unit mass in the coordinates $q_i=\sqrt{m_i}\,x_i$, which leave $\mathcal E$, $l_k$ and $\partial_t g_k$ unchanged; that reduction is not among the theorems above.

## From the differential of $g$ to the work integral

`fderiv_split` is the first displayed formula, with `fderiv ℝ g (x, t)` as $Dg$. The chain rule `h1` gives the differential of the fixed-time slice as $Dg$ composed with the inclusion $u\mapsto(u,0)$, and `h2` gives the derivative of the fixed-position slice as $Dg(0,1)$. In `e1` the gradient is unfolded, and `InnerProductSpace.toDual_symm_apply` supplies the defining property that the inner product with the gradient equals the differential. `e3` is the decomposition of $(u,\tau)$, and `map_add` with `map_smul` is linearity.

`hasDerivAt_along` composes $g$ with $s\mapsto(x(s),s)$. The term `hx.prodMk (hasDerivAt_id' t)` gives the velocity $(u,1)$, where `u` now names the velocity of the curve at $t$, and `fderiv_split` is applied with $\tau=1$. `velocity_constraint` obtains two derivatives of the same function. One is $0$, because `congr_of_eventuallyEq` transfers the derivative of the constant $0$ to a function that agrees with it near $t$. The other comes from the chain rule. `unique` equates them and `linarith` moves $\partial_t g$ across.

`energy_rate_of_force` is the power balance. `hK` differentiates the kinetic term through `hv.norm_sq`, which yields $2\langle v,a\rangle$, and `hP` differentiates $V(x(s))$, which `e1` identifies with $\langle\nabla V,v\rangle$. `e2` is Newton's equation projected on $v$, expanded by bilinearity. The sum `hK.fun_add hP` is the derivative of the energy, and `congr_deriv` reduces the goal to an equation between real numbers, where `linarith` cancels the potential terms.

The two rate theorems apply this lemma with $F$ the constraint force. For several constraints, `sum_inner` moves the sum out of the inner product and `Finset.sum_congr` compares term by term. In each term `real_inner_smul_left` pulls out $l_k$ and `velocity_constraint` replaces $\langle\nabla_x g_k,v\rangle$ by $-\partial_t g_k$. The single-constraint proof is the same without the sum.

The converse again uses `unique`, now on the energy, to get $l\langle\nabla_x g,v\rangle=-l\,\partial_t g$ as `h`. `mul_left_cancel₀ hl` turns the goal $\langle\nabla_x g,v\rangle+\partial_t g=0$ into its multiple by $l$, which `linear_combination h` closes. The work formula is the fundamental theorem of calculus, `intervalIntegral.integral_eq_sub_of_hasDerivAt`, fed with the rate theorem at each time and with `hI.neg` for the integrability of the negated power. `Eventually.of_forall` passes from the constraint at all times to the constraint near $t$.

For the lift, `g1`, `g2` and `g3` evaluate $\nabla V=1$, $\nabla_x g=1$ and $\partial_t g=-t$, and `norm_num` checks $1=-1+2$. The rate is obtained from `energy_rate_moving_constraint` and not by differentiating $s^2$, so every hypothesis of that theorem is verified on a motion whose energy does change; `ring` finishes with $-2\cdot(-t)=2t$.
